# Positive Powers of a Matrix Commutator [A, B] Have Trace Zero When A Commutes with It

Multiply the position and momentum matrices \(X\) and \(P\) in a basis of the lowest \(N\) oscillator states, and \(XP-PX\) has \(i\hbar\) in every diagonal entry except the last, which is \(-i\hbar(N-1)\); without a trace argument one may search for a programming error or enlarge the basis to get rid of it. No finite basis does, because the trace of a matrix commutator is zero, and if \(A\) commutes with \([A,B]=AB-BA\), the same holds for every positive power of \([A,B]\).

```lean
import Mathlib

open Matrix
open scoped ComplexOrder

namespace CommutatorTraces

/-- The commutator `[A, B] = AB - BA` of two elements of a ring. -/
def comm {R : Type*} [Ring R] (A B : R) : R := A * B - B * A

/-- If `A` commutes with `[A, B]`, then every positive power of `[A, B]` is again a
commutator with `A`: `[A, B]^(k+1) = [A, [A, B]^k B]`. This holds in any ring. -/
theorem comm_pow_succ {R : Type*} [Ring R] {A B : R}
    (h : Commute A (comm A B)) (k : ℕ) :
    comm A B ^ (k + 1) = comm A (comm A B ^ k * B) := by
  -- `A` can be moved through any power of the commutator
  have hk : A * comm A B ^ k = comm A B ^ k * A := (h.pow_right k).eq
  have key : ∀ X : R, X * comm A B = X * A * B - X * B * A := fun X => by
    simp only [comm, mul_sub, mul_assoc]
  calc comm A B ^ (k + 1) = comm A B ^ k * comm A B := pow_succ _ _
    _ = comm A B ^ k * A * B - comm A B ^ k * B * A := key _
    _ = A * comm A B ^ k * B - comm A B ^ k * B * A := by rw [hk]
    _ = comm A (comm A B ^ k * B) := by simp only [comm, mul_assoc]

section Trace

variable {n R : Type*} [Fintype n] [DecidableEq n] [CommRing R]

/-- The trace of a commutator of square matrices over a commutative ring vanishes. -/
theorem trace_comm (A B : Matrix n n R) : trace (comm A B) = 0 := by
  rw [comm, trace_sub, trace_mul_comm A B, sub_self]

/-- The commutator can be shifted under the trace: `tr(A [B, C]) = tr([A, B] C)` for
square matrices over a commutative ring. -/
theorem trace_mul_comm_eq (A B C : Matrix n n R) :
    trace (A * comm B C) = trace (comm A B * C) := by
  simp only [comm, mul_sub, sub_mul, trace_sub]
  -- the second terms agree by cyclicity
  rw [← mul_assoc A B C, ← mul_assoc A C B, trace_mul_comm (A * C) B, mul_assoc B A C]

/-- If a square matrix `A` over a commutative ring commutes with `[A, B]`, then
`tr([A, B]^k) = 0` for every `k ≥ 1`. -/
theorem trace_comm_pow {A B : Matrix n n R} (h : Commute A (comm A B))
    {k : ℕ} (hk : 1 ≤ k) : trace (comm A B ^ k) = 0 := by
  obtain ⟨m, rfl⟩ : ∃ m, k = m + 1 := ⟨k - 1, by omega⟩
  rw [comm_pow_succ h, trace_comm]

end Trace

section Quantum

variable {n : Type*} [Fintype n] [DecidableEq n]

/-- On a state space of finite non-zero dimension no two matrices satisfy the canonical
commutation relation `[X, P] = iħ` with `ħ ≠ 0`. -/
theorem no_finite_canonical_pair [Nonempty n] {ħ : ℝ} (hħ : ħ ≠ 0)
    (X P : Matrix n n ℂ) :
    comm X P ≠ (Complex.I * (ħ : ℂ)) • (1 : Matrix n n ℂ) := by
  intro h
  -- the left side has trace zero, the right side has trace `iħ` times the dimension
  have ht := trace_comm X P
  rw [h, trace_smul, trace_one, smul_eq_mul] at ht
  simp [hħ] at ht

/-- For a Hermitian matrix `H` and any square complex matrix `B`, the double commutator
`[H, [H, B]]` vanishes exactly when `[H, B]` vanishes. -/
theorem double_comm_eq_zero_iff {H : Matrix n n ℂ} (hH : H.IsHermitian)
    (B : Matrix n n ℂ) : comm H (comm H B) = 0 ↔ comm H B = 0 := by
  constructor
  · intro h
    have hadj : (comm H B)ᴴ = comm Bᴴ H := by
      simp only [comm, conjTranspose_sub, conjTranspose_mul, hH.eq]
    -- shifting the commutator turns the squared norm into a double commutator
    have ht : trace ((comm H B)ᴴ * comm H B) = 0 := by
      rw [hadj, ← trace_mul_comm_eq, h, mul_zero, trace_zero]
    exact trace_conjTranspose_mul_self_eq_zero_iff.mp ht
  · intro h
    rw [h]
    simp [comm]

end Quantum

/-- The 3×3 matrix units `A = E₁₂` and `B = E₂₃` have the commutator `[A, B] = E₁₃`,
and `A` commutes with it. -/
theorem trace_comm_pow_witness :
    comm (!![0, 1, 0; 0, 0, 0; 0, 0, 0] : Matrix (Fin 3) (Fin 3) ℤ)
        !![0, 0, 0; 0, 0, 1; 0, 0, 0] = !![0, 0, 1; 0, 0, 0; 0, 0, 0] ∧
      Commute (!![0, 1, 0; 0, 0, 0; 0, 0, 0] : Matrix (Fin 3) (Fin 3) ℤ)
        !![0, 0, 1; 0, 0, 0; 0, 0, 0] := by
  constructor
  · ext i j
    fin_cases i <;> fin_cases j <;> simp [comm]
  · rw [commute_iff_eq]
    ext i j
    fin_cases i <;> fin_cases j <;> simp [Matrix.mul_apply, Fin.sum_univ_succ]

/-- For the raising and lowering matrices of a two-level system, the square of the
commutator has trace 2, and the raising matrix does not commute with the commutator. -/
theorem ladder_counterexample :
    ¬ Commute (!![0, 1; 0, 0] : Matrix (Fin 2) (Fin 2) ℤ)
        (comm !![0, 1; 0, 0] !![0, 0; 1, 0]) ∧
      trace (comm (!![0, 1; 0, 0] : Matrix (Fin 2) (Fin 2) ℤ) !![0, 0; 1, 0] ^ 2) = 2 := by
  -- the commutator is the diagonal matrix with entries 1 and -1
  have hc : comm (!![0, 1; 0, 0] : Matrix (Fin 2) (Fin 2) ℤ) !![0, 0; 1, 0]
      = !![1, 0; 0, -1] := by
    ext i j
    fin_cases i <;> fin_cases j <;> simp [comm]
  have htr : trace (comm (!![0, 1; 0, 0] : Matrix (Fin 2) (Fin 2) ℤ)
      !![0, 0; 1, 0] ^ 2) = 2 := by
    rw [hc, pow_two, trace_fin_two]
    norm_num [Matrix.mul_apply, Fin.sum_univ_succ]
  refine ⟨fun h => ?_, htr⟩
  -- commutation would force this trace to vanish
  have h0 := trace_comm_pow h (k := 2) (by norm_num)
  rw [htr] at h0
  norm_num at h0

end CommutatorTraces
```

```lean
#print axioms CommutatorTraces.no_finite_canonical_pair
#print axioms CommutatorTraces.double_comm_eq_zero_iff
#print axioms CommutatorTraces.ladder_counterexample
```

```
'CommutatorTraces.no_finite_canonical_pair' depends on axioms: [propext, Classical.choice, Quot.sound]
'CommutatorTraces.double_comm_eq_zero_iff' depends on axioms: [propext, Classical.choice, Quot.sound]
'CommutatorTraces.ladder_counterexample' depends on axioms: [propext, Classical.choice, Quot.sound]
```

## Statements about rings, matrices and observables

The definition `comm A B` is the commutator \(AB-BA\), without a factor \(i\) or \(1/\hbar\), in any ring. The type `Matrix n n R` holds square matrices whose rows and columns are labelled by a finite set `n` and whose entries lie in a commutative ring `R`. For a quantum system, `R` is \(\mathbb{C}\) and `n` labels an orthonormal basis.

The theorem `trace_comm_pow` assumes `Commute A (comm A B)`, that is, \(A[A,B]=[A,B]A\), and concludes \(\operatorname{tr}([A,B]^k)=0\) for every natural number \(k\ge 1\). The zeroth power is the identity, whose trace is the dimension.

One name needs care. Mathlib's `trace_mul_comm` says that \(\operatorname{tr}(AB)=\operatorname{tr}(BA)\), with "comm" short for commutativity. In `trace_mul_comm_eq` it stands for the commutator, and the statement is
\[
\operatorname{tr}(A[B,C])=\operatorname{tr}([A,B]C).
\]

In `no_finite_canonical_pair`, `ħ` is any non-zero real number, and \(X\) and \(P\) are arbitrary complex matrices, Hermitian or not. `Nonempty n` makes the dimension at least one. In `double_comm_eq_zero_iff`, only \(H\) has to be Hermitian, and the raised `ᴴ` is the adjoint that physicists write as a dagger.

## Expectation values and motion in finite dimension

For a finite-dimensional system with density matrix \(\rho\), Hamiltonian \(H\) and a fixed observable \(B\), the shift under the trace connects the Schrödinger and Heisenberg pictures:
\[
\frac{d}{dt}\operatorname{tr}(B\rho)=-\frac{i}{\hbar}\operatorname{tr}(B[H,\rho])=\frac{i}{\hbar}\operatorname{tr}([H,B]\rho).
\]

The double commutator is, up to a constant factor, the second time derivative of \(B\) in the Heisenberg picture with a time-independent \(H\). In finite dimension, an observable whose second derivative vanishes is therefore conserved. A free particle of mass \(m\) behaves differently: its position operator in the Heisenberg picture is \(X+tP/m\), with zero acceleration and the non-zero velocity operator \(P/m\).

The step from matrices to operators on an infinite-dimensional space, where position and momentum live, is not supplied by the hypotheses. There a product need not have a trace, and the argument against \([X,P]=i\hbar\) has no starting point.

## Cyclicity and the shift under the trace

With \(i\) and \(j\) as matrix indices,
\[
\operatorname{tr}(AB)=\sum_{i,j}A_{ij}B_{ji}=\sum_{i,j}B_{ji}A_{ij}=\operatorname{tr}(BA).
\]
The middle step uses that the entries commute. Subtraction gives \(\operatorname{tr}[A,B]=0\), which is `trace_comm`.

For three matrices,
\[
\operatorname{tr}(A[B,C])=\operatorname{tr}(ABC)-\operatorname{tr}(ACB),
\]
\[
\operatorname{tr}([A,B]C)=\operatorname{tr}(ABC)-\operatorname{tr}(BAC).
\]
The first terms are the same. The second terms agree because \(\operatorname{tr}((AC)B)=\operatorname{tr}(B(AC))\). In `trace_mul_comm_eq`, `simp only` expands both sides, and the rewrite with `trace_mul_comm (A * C) B` makes this cyclic move.

## Each positive power as a commutator with A

Write \(K=[A,B]\) and suppose \(AK=KA\). Moving \(A\) past one factor of \(K\) at a time gives \(AK^k=K^kA\) for every \(k\ge 0\). Hence
\[
\begin{aligned}
K^{k+1}&=K^k(AB-BA)\\
&=K^kAB-K^kBA\\
&=AK^kB-K^kBA\\
&=[A,K^kB].
\end{aligned}
\]
The `calc` block of `comm_pow_succ` has these lines. Its auxiliary statement `key` expands the product of any \(X\) with the commutator, and `rw [hk]` moves \(A\) to the front. No trace occurs, so the identity holds in every ring.

The device that moves \(A\) is `Commute.pow_right`, called as `h.pow_right k`. From the fact that \(A\) commutes with \(K\), it produces the fact that \(A\) commutes with \(K^k\), so no induction has to be written out here. The suffix `.eq` turns this into the equation \(AK^k=K^kA\), which `rw` can use.

For the trace, `trace_comm_pow` writes the exponent \(k\ge1\) as \(m+1\). The identity turns \(K^{m+1}\) into \([A,K^mB]\), and the trace of a commutator is zero.

## Canonical pairs and double commutators

Suppose \([X,P]=i\hbar\,\mathbf 1\) on a space of dimension \(d\ge1\), with \(\mathbf 1\) the identity matrix. Taking traces gives \(0=i\hbar d\), which is impossible for \(\hbar\neq0\). The Lean proof rewrites the equation `trace_comm X P` into this form, and `simp` finds the contradiction.

For the double commutator, let \(H\) be Hermitian and set \(K=[H,B]\). Then
\[
K^\dagger=(HB-BH)^\dagger=B^\dagger H-HB^\dagger=[B^\dagger,H].
\]
If \([H,K]=0\), the shift under the trace gives
\[
\sum_{i,j}|K_{ij}|^2=\operatorname{tr}(K^\dagger K)=\operatorname{tr}([B^\dagger,H]K)=\operatorname{tr}(B^\dagger[H,K])=0.
\]
A sum of squared moduli vanishes only if each term does, so \(K=0\). The step `hadj` computes the adjoint, `ht` is the vanishing trace, and `trace_conjTranspose_mul_self_eq_zero_iff` draws the conclusion. The converse holds because \([H,0]=0\).

## A Heisenberg pair and the two-level ladder

Let \(E_{ij}\) be the \(3\times3\) matrix with a one in row \(i\), column \(j\) and zeros elsewhere, counting from one. For \(A=E_{12}\) and \(B=E_{23}\), the product \(AB\) is \(E_{13}\) and \(BA\) is zero, so \([A,B]=E_{13}\). Both products of \(E_{12}\) with \(E_{13}\) vanish, so \(A\) commutes with the commutator. The condition in `trace_comm_pow` is thus met by a pair that does not commute. Read as complex matrices, the same pair has \([A,[A,B]]=0\) with \([A,B]\neq0\), so the double-commutator result does not extend to all complex \(H\). For a Hermitian \(A\), that result turns the condition in `trace_comm_pow` into \([A,B]=0\), so the theorem on powers adds something only when \(A\) is not Hermitian.

The raising and lowering matrices of a two-level system are
\[
\sigma_+=\begin{pmatrix}0&1\\0&0\end{pmatrix},\qquad
\sigma_-=\begin{pmatrix}0&0\\1&0\end{pmatrix}.
\]
Their commutator is \(\sigma_z=\operatorname{diag}(1,-1)\), whose square is the identity, with trace 2. Without any commutation condition, then, the trace of the second power need not vanish. Directly, \(\sigma_+\sigma_z=-\sigma_+\) while \(\sigma_z\sigma_+=\sigma_+\). The Lean proof of `ladder_counterexample` takes another route to the failure of commutation: if the two matrices commuted, `trace_comm_pow` would make the trace zero, and it is 2.

In both theorems `fin_cases` splits the equation for the commutator into its entries, and `simp` checks each one. The entries are integers.

## Linear maps in place of matrices

The operators could also have been modelled as linear maps from a vector space to itself, with `LinearMap.trace` as the trace. The result would then be stated without choosing a basis, and `comm_pow_succ` would apply as it stands, since such maps form a ring. Finite dimension, now built into the index set `n`, would become a separate assumption wherever the trace is to have its usual meaning, because Mathlib sets the trace of a linear map to zero when the space has no finite basis. The double-commutator theorem would also need an inner product, to say what a self-adjoint map is.
